# The local exponent of a sum of power laws with positive coefficients never increases with distance

## What "the exponent" of a mixed curve means

A curve made of several power laws has no single exponent, so a definition is needed. Two are used here, for an energy curve $E$ at separation $D>0$. The local exponent is the negative slope of the log-log plot at one point,

$$n(D) = -\frac{D\,E'(D)}{E(D)},$$

with the actual derivative of $E$. The fitted exponent is the negative slope of the straight line through two points of that plot, at separations $x$ and $y$,

$$s(x,y)=\frac{\ln E(x)-\ln E(y)}{\ln y-\ln x}.$$

For a pure power law $cD^{-p}$ both equal $p$. The energy is modelled as

$$E(D)=\sum_k c_k D^{-p_k},\qquad c_k>0,$$

a finite sum with at least one term. Here $E$ is the magnitude of an attraction, so the interaction energy itself is $-E$. The separation is a pure number, measured in some fixed unit of length. Another unit multiplies each $c_k$ by a positive factor and leaves the $p_k$ unchanged.

## Where mixed power laws arise

Summing $R^{-6}$ attractions over pairs of atoms gives $D^{-4}$ per unit area for two thin parallel sheets and $D^{-5}$ per unit length for two thin parallel chains. Long-wavelength charge fluctuations in low-dimensional conductors can add contributions that decay more slowly. At moderate separations the slow term may be a small part of the total, although it dominates far away.

If a computed attraction is a finite sum of power laws with positive coefficients, the exponent fitted through two of its points can only equal or overestimate the asymptotic exponent.

When the exponents are positive, as they are for dispersion, positive coefficients mean that all contributions attract. With a negative coefficient the conclusion can fail even where $E$ is positive: for $E=D^{-4}-D^{-6}$ and $D>1$, the local exponent is $4-2/(D^2-1)$, which rises with $D$. Retardation shows the same limit of the model. Between two atoms at zero temperature it turns $D^{-6}$ into $D^{-7}$ at large distance, so the exponent grows, and no sum of the present kind describes the whole crossover.

## The statement in words

In Lean, the finite type `ι` labels the terms, and `c` and `p` assign a real coefficient and a real exponent to each label. The sum is `energy c p`, while `localExponent` and `twoPointExponent` are $n$ and $s$, defined for any real function. The hypothesis `hc` says that every coefficient is positive. The exponents may have any sign; the dispersion case has them positive.

There are two final theorems.

- `localExponent_antitone_and_limits` takes a label `a` with the smallest exponent and a label `b` with the largest. Such labels exist for every nonempty finite family, and they may coincide. The theorem says that $n$ is nonincreasing on $D>0$ (`AntitoneOn` on `Set.Ioi 0`), tends to $p_b$ as $D\to0$ from above (`𝓝[>] 0`), and tends to $p_a$ as $D\to\infty$ (`atTop`).
- `smallest_lt_twoPointExponent` again takes `a` with the smallest exponent, but now `b` is any label with $p_a<p_b$. It says that $s(x,y)>p_a$ for all $0<x<y$.

The second theorem concerns a line through two exact points of the curve, not a regression through noisy data. The model also leaves out logarithmic factors, damping and the repulsion between overlapping densities. The limit $D\to0$ therefore describes the formula, not two real bodies in contact.

## The local exponent as a weighted mean

Differentiating term by term gives

$$E'(D)=\sum_k c_k(-p_k)D^{-p_k-1},\qquad -D\,E'(D)=\sum_k p_k\,c_kD^{-p_k}.$$

Hence

$$n(D)=\frac{\sum_k p_k\,c_kD^{-p_k}}{\sum_k c_kD^{-p_k}}.$$

This is the mean of the exponents, each weighted by its share of the energy.

## The curve lies above its tangents

Fix $x,y>0$ and write $n=n(x)$ and $L=\ln y-\ln x$. Then

$$y^{-p_k}=x^{-p_k}e^{-p_kL}=x^{-p_k}e^{-nL}e^{-(p_k-n)L}.$$

Since $1+u\le e^u$ for every real $u$,

$$c_ky^{-p_k}\ \ge\ e^{-nL}\,c_kx^{-p_k}\bigl[1-(p_k-n)L\bigr].$$

Now sum over $k$. Because $n$ is the weighted mean at $x$, $\sum_k(p_k-n)c_kx^{-p_k}=0$, and the terms with $L$ in the bracket cancel. What remains is $E(y)\ge e^{-nL}E(x)$, or

$$\ln E(y)\ \ge\ \ln E(x)-n(x)\,(\ln y-\ln x).$$

The right-hand side is the tangent at $x$ in the log-log plot.

Let $0<x<y$, so that $L>0$. The inequality rearranges to $s(x,y)\le n(x)$. With $x$ and $y$ exchanged it reads $\ln E(x)\ge\ln E(y)+n(y)L$, which is $s(x,y)\ge n(y)$. Together,

$$n(y)\le s(x,y)\le n(x),$$

and in particular $n$ is nonincreasing.

## The two limits and the strict bound

Choose a label $m$ and multiply the numerator and denominator of $n(D)$ by $D^{p_m}$:

$$n(D)=\frac{\sum_k p_k\,c_kD^{p_m-p_k}}{\sum_k c_kD^{p_m-p_k}}.$$

If $p_m$ is the largest exponent and $D\to0^+$, every term with $p_k\ne p_m$ has a positive power of $D$ and vanishes. If $p_m$ is the smallest and $D\to\infty$, every such term has a negative power and vanishes too. Terms with $p_k=p_m$ stay constant. With $C=\sum_{k:\,p_k=p_m}c_k>0$, the quotient tends to $p_mC/C=p_m$ in both cases.

Finally, let $p_a$ be the smallest exponent and $p_b>p_a$. Then

$$n(y)-p_a=\frac{\sum_k(p_k-p_a)\,c_ky^{-p_k}}{E(y)}\ \ge\ \frac{(p_b-p_a)\,c_by^{-p_b}}{E(y)}>0,$$

so $s(x,y)\ge n(y)>p_a$.

## Two terms in numbers, and one term

Take $E(D)=D^{-4}+D^{-6}$. At $D=1$ both terms equal 1, so $n(1)=(4+6)/2=5$. At $D=2$ the terms are $1/16$ and $1/64$, in the ratio $4:1$, so $n(2)=(4\cdot4+6)/5=4.4$. The fit through these two points gives

$$s(1,2)=\frac{\ln\bigl(2/(5/64)\bigr)}{\ln2}=\log_2 25.6\approx4.68.$$

This lies between 4.4 and 5, and well above the asymptotic value 4.

The smallest case is a single term, $E=cD^{-p}$. Then $n(D)=p$ everywhere, both limits are $p$, and every fit returns $p$. The strict bound needs two different exponents and does not apply.

## The Lean file

```lean
import Mathlib

open Filter Topology

namespace MixedPowerLaws

noncomputable section

variable {ι : Type*} [Fintype ι] {c p : ι → ℝ}

/-- A finite sum of power laws with real coefficients `c_k` and real exponents `p_k`,
`E(D) = ∑ c_k D^(-p_k)`, at separation `D > 0`. -/
def energy (c p : ι → ℝ) (D : ℝ) : ℝ := ∑ k, c k * D ^ (-p k)

/-- The local exponent `-D E'(D) / E(D)` of an energy curve, for separations at which `E` is
differentiable and nonzero. -/
def localExponent (E : ℝ → ℝ) (D : ℝ) : ℝ := -D * deriv E D / E D

/-- The exponent read off a log-log plot from two distinct positive separations `x` and `y`
at which the energy is positive. -/
def twoPointExponent (E : ℝ → ℝ) (x y : ℝ) : ℝ :=
  (Real.log (E x) - Real.log (E y)) / (Real.log y - Real.log x)

/-- A nonempty sum of power laws with positive coefficients is positive at every `D > 0`. -/
theorem energy_pos [Nonempty ι] (hc : ∀ k, 0 < c k) {D : ℝ} (hD : 0 < D) :
    0 < energy c p D :=
  Finset.sum_pos (fun k _ => mul_pos (hc k) (Real.rpow_pos_of_pos hD _)) Finset.univ_nonempty

/-- At `D > 0` the local exponent is the sum of the exponents `p_k`, each weighted by its
contribution `c_k D^(-p_k)`, divided by the total energy. -/
theorem localExponent_energy {D : ℝ} (hD : 0 < D) :
    localExponent (energy c p) D = (∑ k, p k * (c k * D ^ (-p k))) / energy c p D := by
  have hderiv : HasDerivAt (energy c p) (∑ k, c k * (-p k * D ^ (-p k - 1))) D := by
    show HasDerivAt (fun x => ∑ k, c k * x ^ (-p k)) _ D
    exact HasDerivAt.fun_sum fun k _ =>
      (Real.hasDerivAt_rpow_const (Or.inl hD.ne')).const_mul (c k)
  rw [localExponent, hderiv.deriv, Finset.mul_sum]
  congr 1
  refine Finset.sum_congr rfl fun k _ => ?_
  have h : D ^ (-p k - 1) * D = D ^ (-p k) := by
    rw [Real.rpow_sub_one hD.ne', div_mul_cancel₀ _ hD.ne']
  linear_combination (c k * p k) * h

/-- On a log-log plot, a sum of power laws with positive coefficients lies nowhere below
its tangent at any separation `x > 0`. -/
theorem tangent_le_log_energy [Nonempty ι] (hc : ∀ k, 0 < c k) {x y : ℝ}
    (hx : 0 < x) (hy : 0 < y) :
    Real.log (energy c p x) - localExponent (energy c p) x * (Real.log y - Real.log x)
      ≤ Real.log (energy c p y) := by
  have hE : 0 < energy c p x := energy_pos hc hx
  have hn := localExponent_energy (c := c) (p := p) hx
  rw [eq_div_iff hE.ne'] at hn
  set n := localExponent (energy c p) x
  set L := Real.log y - Real.log x with hL
  -- the weighted deviations from the mean exponent cancel
  have h0 : ∑ k, (p k - n) * (c k * x ^ (-p k)) = 0 := by
    simp only [sub_mul, Finset.sum_sub_distrib, ← Finset.mul_sum]
    change _ - n * energy c p x = 0
    linarith
  -- each term obeys `1 + u ≤ exp u`
  have key : ∀ k, Real.exp (-n * L) * (c k * x ^ (-p k))
      - Real.exp (-n * L) * L * ((p k - n) * (c k * x ^ (-p k))) ≤ c k * y ^ (-p k) := by
    intro k
    have h1 := Real.add_one_le_exp (-(p k - n) * L)
    have h2 : y ^ (-p k)
        = x ^ (-p k) * (Real.exp (-n * L) * Real.exp (-(p k - n) * L)) := by
      rw [Real.rpow_def_of_pos hy, Real.rpow_def_of_pos hx, ← Real.exp_add, ← Real.exp_add]
      congr 1
      rw [hL]
      ring
    have ha : 0 < c k * x ^ (-p k) := mul_pos (hc k) (Real.rpow_pos_of_pos hx _)
    have h3 := mul_le_mul_of_nonneg_left h1 (mul_pos ha (Real.exp_pos (-n * L))).le
    rw [h2]
    linarith
  have hs : ∑ k, (Real.exp (-n * L) * (c k * x ^ (-p k))
      - Real.exp (-n * L) * L * ((p k - n) * (c k * x ^ (-p k)))) ≤ ∑ k, c k * y ^ (-p k) :=
    Finset.sum_le_sum fun k _ => key k
  rw [Finset.sum_sub_distrib, ← Finset.mul_sum, ← Finset.mul_sum, h0, mul_zero, sub_zero] at hs
  have hlog := Real.log_le_log (mul_pos (Real.exp_pos (-n * L)) hE) hs
  rw [Real.log_mul (Real.exp_pos _).ne' hE.ne', Real.log_exp] at hlog
  change _ ≤ Real.log (energy c p y) at hlog
  linarith

/-- For positive coefficients and `0 < x < y`, the exponent fitted through `x` and `y` lies
between the local exponent at `y` and the local exponent at `x`. -/
theorem twoPointExponent_mem_Icc [Nonempty ι] (hc : ∀ k, 0 < c k) {x y : ℝ}
    (hx : 0 < x) (hxy : x < y) :
    twoPointExponent (energy c p) x y ∈
      Set.Icc (localExponent (energy c p) y) (localExponent (energy c p) x) := by
  have hL : 0 < Real.log y - Real.log x := sub_pos.2 (Real.log_lt_log hx hxy)
  have h1 := tangent_le_log_energy (p := p) hc hx (hx.trans hxy)
  have h2 := tangent_le_log_energy (p := p) hc (hx.trans hxy) hx
  unfold twoPointExponent
  constructor
  · rw [le_div_iff₀ hL]
    linarith
  · rw [div_le_iff₀ hL]
    linarith

/-- In any limit of positive separations in which `D^(p_m - p_k)` vanishes for every exponent
`p_k` different from `p_m`, the local exponent of a sum with positive coefficients tends to
`p_m`. -/
theorem tendsto_localExponent_of_dominant (hc : ∀ k, 0 < c k) {l : Filter ℝ}
    (hl : ∀ᶠ D in l, 0 < D) (m : ι)
    (h : ∀ k, p k ≠ p m → Tendsto (fun D : ℝ => D ^ (p m - p k)) l (𝓝 0)) :
    Tendsto (localExponent (energy c p)) l (𝓝 (p m)) := by
  have hw : ∀ k, Tendsto (fun D : ℝ => D ^ (p m - p k)) l
      (𝓝 (if p k = p m then (1 : ℝ) else 0)) := by
    intro k
    by_cases hk : p k = p m
    · rw [if_pos hk, hk]
      simp only [sub_self, Real.rpow_zero]
      exact tendsto_const_nhds
    · rw [if_neg hk]
      exact h k hk
  have hden : Tendsto (fun D : ℝ => ∑ k, c k * D ^ (p m - p k)) l
      (𝓝 (∑ k, c k * (if p k = p m then (1 : ℝ) else 0))) :=
    tendsto_finsetSum _ fun k _ => (hw k).const_mul (c k)
  have hnum : Tendsto (fun D : ℝ => ∑ k, p k * (c k * D ^ (p m - p k))) l
      (𝓝 (∑ k, p k * (c k * (if p k = p m then (1 : ℝ) else 0)))) :=
    tendsto_finsetSum _ fun k _ => ((hw k).const_mul (c k)).const_mul (p k)
  have hpos : 0 < ∑ k, c k * (if p k = p m then (1 : ℝ) else 0) :=
    Finset.sum_pos' (fun k _ => mul_nonneg (hc k).le (by split_ifs <;> norm_num))
      ⟨m, Finset.mem_univ m, by simp [hc m]⟩
  have hlim : (∑ k, p k * (c k * (if p k = p m then (1 : ℝ) else 0)))
      / (∑ k, c k * (if p k = p m then (1 : ℝ) else 0)) = p m := by
    rw [div_eq_iff hpos.ne', Finset.mul_sum]
    refine Finset.sum_congr rfl fun k _ => ?_
    by_cases hk : p k = p m <;> simp [hk]
  have hq := hnum.div hden hpos.ne'
  rw [hlim] at hq
  refine hq.congr' ?_
  filter_upwards [hl] with D hD
  -- the common factor `D^(p_m)` cancels between numerator and denominator
  change (∑ k, p k * (c k * D ^ (p m - p k))) / (∑ k, c k * D ^ (p m - p k)) = _
  have hs : ∀ k, D ^ (p m - p k) = D ^ (p m) * D ^ (-p k) := fun k => by
    rw [sub_eq_add_neg, Real.rpow_add hD]
  have e1 : ∑ k, p k * (c k * D ^ (p m - p k))
      = D ^ (p m) * ∑ k, p k * (c k * D ^ (-p k)) := by
    rw [Finset.mul_sum]
    exact Finset.sum_congr rfl fun k _ => by rw [hs]; ring
  have e2 : ∑ k, c k * D ^ (p m - p k) = D ^ (p m) * ∑ k, c k * D ^ (-p k) := by
    rw [Finset.mul_sum]
    exact Finset.sum_congr rfl fun k _ => by rw [hs]; ring
  rw [localExponent_energy hD, energy, e1, e2,
    mul_div_mul_left _ _ (Real.rpow_pos_of_pos hD _).ne']

/-- For a finite sum of power laws with positive coefficients, smallest exponent `p_a` and
largest exponent `p_b`, the local exponent is nonincreasing on `D > 0`, tends to `p_b` as `D`
tends to zero from above, and tends to `p_a` as `D` tends to infinity. -/
theorem localExponent_antitone_and_limits (hc : ∀ k, 0 < c k) (a b : ι)
    (ha : ∀ k, p a ≤ p k) (hb : ∀ k, p k ≤ p b) :
    AntitoneOn (localExponent (energy c p)) (Set.Ioi 0) ∧
    Tendsto (localExponent (energy c p)) (𝓝[>] 0) (𝓝 (p b)) ∧
    Tendsto (localExponent (energy c p)) atTop (𝓝 (p a)) := by
  have : Nonempty ι := ⟨a⟩
  refine ⟨?_, ?_, ?_⟩
  · intro x hx y _ hxy
    rcases hxy.eq_or_lt with rfl | hlt
    · exact le_rfl
    · have h := twoPointExponent_mem_Icc (p := p) hc hx hlt
      exact h.1.trans h.2
  · refine tendsto_localExponent_of_dominant hc self_mem_nhdsWithin b fun k hk => ?_
    have hr : 0 < p b - p k := sub_pos.2 (lt_of_le_of_ne (hb k) hk)
    have h : Tendsto (fun D : ℝ => D ^ (p b - p k)) (𝓝 0) (𝓝 ((0 : ℝ) ^ (p b - p k))) :=
      (Real.continuousAt_rpow_const 0 (p b - p k) (Or.inr (by linarith))).tendsto
    rw [Real.zero_rpow hr.ne'] at h
    exact h.mono_left nhdsWithin_le_nhds
  · refine tendsto_localExponent_of_dominant hc (eventually_gt_atTop 0) a fun k hk => ?_
    have hr : 0 < p k - p a := sub_pos.2 (lt_of_le_of_ne (ha k) (Ne.symm hk))
    simpa only [neg_sub] using tendsto_rpow_neg_atTop hr

/-- If the coefficients are positive and some exponent exceeds the smallest exponent `p_a`,
then a fit through any two separations `0 < x < y` gives an exponent strictly above `p_a`. -/
theorem smallest_lt_twoPointExponent (hc : ∀ k, 0 < c k) (a b : ι)
    (ha : ∀ k, p a ≤ p k) (hab : p a < p b) {x y : ℝ} (hx : 0 < x) (hxy : x < y) :
    p a < twoPointExponent (energy c p) x y := by
  have : Nonempty ι := ⟨a⟩
  have hy : 0 < y := hx.trans hxy
  have hw : ∀ k, 0 < c k * y ^ (-p k) := fun k => mul_pos (hc k) (Real.rpow_pos_of_pos hy _)
  -- already the local exponent at the outer point exceeds the smallest exponent
  refine lt_of_lt_of_le ?_ (twoPointExponent_mem_Icc hc hx hxy).1
  rw [localExponent_energy hy, lt_div_iff₀ (energy_pos hc hy), energy, Finset.mul_sum]
  exact Finset.sum_lt_sum (fun k _ => mul_le_mul_of_nonneg_right (ha k) (hw k).le)
    ⟨b, Finset.mem_univ b, mul_lt_mul_of_pos_right hab (hw b)⟩

end

end MixedPowerLaws
```

```lean
#print axioms MixedPowerLaws.localExponent_antitone_and_limits
-- 'MixedPowerLaws.localExponent_antitone_and_limits' depends on axioms: [propext, Classical.choice, Quot.sound]
#print axioms MixedPowerLaws.smallest_lt_twoPointExponent
-- 'MixedPowerLaws.smallest_lt_twoPointExponent' depends on axioms: [propext, Classical.choice, Quot.sound]
```

## From the derivation to the Lean proof

`energy_pos` shows that $E(D)>0$, which the divisions and logarithms need. `localExponent_energy` is the weighted-mean formula. Its step `hderiv` proves that the sum is differentiable with the expected derivative, so `deriv` in the definition is the true derivative here. The identity $D^{-p_k-1}D=D^{-p_k}$ then matches the two sides term by term.

`tangent_le_log_energy` contains the tangent argument, with `n` and `L` named as above. The step `h0` is the cancellation of the weighted deviations. The step `key` is the inequality for one term: `Real.add_one_le_exp` supplies $1+u\le e^u$ with $u=-(p_k-n)L$, and `h2` is the factorisation of $y^{-p_k}$. Summation gives `hs`, which `h0` reduces to $e^{-nL}E(x)\le E(y)$, and `hlog` takes the logarithm.

`twoPointExponent_mem_Icc` applies this lemma twice, once from each end point. Since `hL` states that $\ln y-\ln x>0$, the quotient can be cleared, and `linarith` finishes each bound.

`tendsto_localExponent_of_dominant` treats both limits at once. The filter `l` stands for the way in which $D$ moves, and the hypothesis `h` says that $D^{p_m-p_k}$ vanishes whenever $p_k\ne p_m$. The steps `hden` and `hnum` give the limits of denominator and numerator, `hpos` is $C>0$, and `hlim` is $p_mC/C=p_m$. The identities `e1` and `e2` take out the common factor $D^{p_m}$, which then cancels.

In `localExponent_antitone_and_limits`, monotonicity for $x<y$ chains the two halves of the bracket, and the case $x=y$ is trivial. For $D\to0^+$ the vanishing powers come from the continuity of $D^r$ at zero for $r>0$; for $D\to\infty$ they come from `tendsto_rpow_neg_atTop`.

`smallest_lt_twoPointExponent` uses the lower half of the bracket to reduce the claim to $p_a<n(y)$. After multiplication by $E(y)$ this compares two sums term by term. `Finset.sum_lt_sum` asks for $\le$ in every term and $<$ in at least one, and label `b` provides the strict one.
